# The sum of 1/(2k − 1)² over all integers k ≥ 0 is π²/8 + 1

The lemma `hasSum_left` states that the real series with terms 1/(2k − 1)², for k = 0, 1, 2 and so on, converges to π²/8 + 1. It is a statement about numbers alone: no state, energy or Hamiltonian appears in it. The proof first shifts the index by one, which turns the series into the sum of the inverse squares of the odd positive integers, already shown in `hasSum_odd` to be π²/8. It then uses `hasSum_nat_add_iff` to put back the term at k = 0, which equals 1.

This version doesn't compile in Lean 4 with Mathlib:

```lean
import Mathlib

open Real Filter Topology

namespace SuddenBoxExpansion

noncomputable section

lemma hasSum_of_eq {f g : ℕ → ℝ} {a b : ℝ} (h : HasSum f a) (hf : ∀ n, g n = f n)
    (hb : b = a) : HasSum g b := by
  rw [hb, show g = f from funext hf]
  exact h

lemma hasSum_odd : HasSum (fun k : ℕ => 1 / (2 * (k : ℝ) + 1) ^ 2) (π ^ 2 / 8) := by
  have hz := hasSum_zeta_two
  have he : HasSum (fun k : ℕ => 1 / ((2 * k : ℕ) : ℝ) ^ 2) (π ^ 2 / 24) := by
    refine hasSum_of_eq (hz.mul_left (1 / 4)) ?_ ?_
    · intro k
      push_cast
      ring
    · ring
  have ho : Summable (fun k : ℕ => 1 / ((2 * k + 1 : ℕ) : ℝ) ^ 2) :=
    hz.summable.comp_injective (i := fun k : ℕ => 2 * k + 1)
      (fun a b h => by dsimp only at h; omega)
  have ht := (HasSum.even_add_odd (f := fun n : ℕ => 1 / (n : ℝ) ^ 2) he ho.hasSum).unique hz
  have h := ho.hasSum
  rw [show (∑' k : ℕ, 1 / ((2 * k + 1 : ℕ) : ℝ) ^ 2) = π ^ 2 / 8 by linarith] at h
  push_cast at h
  exact h

lemma hasSum_left : HasSum (fun k : ℕ => 1 / (2 * (k : ℝ) - 1) ^ 2) (π ^ 2 / 8 + 1) := by
  have h0 : HasSum (fun k : ℕ => 1 / (2 * ((k + 1 : ℕ) : ℝ) - 1) ^ 2) (π ^ 2 / 8) := by
    convert hasSum_odd using 1
    funext k
    push_cast
    ring
  convert (hasSum_nat_add_iff (f := fun k : ℕ => 1 / (2 * (k : ℝ) - 1) ^ 2) 1).1 h0 using 1
  norm_num [Finset.sum_range_one]

end

end SuddenBoxExpansion
```

Lean reports:

```
Main.lean:31:87: error: unsolved goals
case e'_3
h0 : HasSum (fun k => 1 / (2 * ↑(k + 1) - 1) ^ 2) (π ^ 2 / 8)
⊢ instAddCommMonoid = instAddCommGroup.toAddCommMonoid

case e'_6
h0 : HasSum (fun k => 1 / (2 * ↑(k + 1) - 1) ^ 2) (π ^ 2 / 8)
⊢ π ^ 2 / 8 + 1 = π ^ 2 / 8 + ∑ i ∈ Finset.range 1, 1 / (2 * ↑i - 1) ^ 2
```

After these edits no error is left:

```diff
@@ -35,5 +35,6 @@
     push_cast
     ring
-  convert (hasSum_nat_add_iff (f := fun k : ℕ => 1 / (2 * (k : ℝ) - 1) ^ 2) 1).1 h0 using 1
+  refine hasSum_of_eq ((hasSum_nat_add_iff
+    (f := fun k : ℕ => 1 / (2 * (k : ℝ) - 1) ^ 2) 1).1 h0) (fun _ => rfl) ?_
   norm_num [Finset.sum_range_one]
 
```

Cause. The message lists two goals still open at the end of the proof. The second, `e'_6`, is the arithmetic one: the sum over `Finset.range 1` has to equal 1. The first, `e'_3`, asks that two additive structures on the reals be equal. It arises because `hasSum_nat_add_iff` is stated for commutative groups, so its `HasSum` gets its `AddCommMonoid` from a group instance, while the lemma's `HasSum` uses the reals' own instance. `convert ... using 1` matches the two statements argument by argument, and it left this difference as a goal. The final `norm_num` works only on the first goal it is given, so it never reached the arithmetic, whose sum still stands unevaluated in the message.

The repair passes the same fact to `hasSum_of_eq` through `refine`. Lean now has to check the fact against an expected type, and there it accepts the two instances as equal by definition, so no goal about them appears. The terms agree by `rfl`, and the equation between the values is the only goal left, which `norm_num` proves.
